# Zero-temperature limit of the thermally averaged conductance when the transport function deviates at most linearly from its value at the chemical potential

The theorem `conductance_tendsto` says that the conductance, the average of a transport function `G` over a thermal window, tends to `G m` as the thermal energy `T` goes to zero from above at fixed chemical potential `m`. In mathematics, the integral of `G (m + T * x) * K x` over the reduced energy `x` tends to `G m`. The kernel `K` is even and integrable with integral one and has an integrable second moment, while `G` is measurable, does not itself depend on `T`, and satisfies `|G E - G m| ≤ C * |E - m|` at every energy `E`. The attempt first derives the continuity of `G` at `m` from this bound by a squeeze, then passes to the limit under the integral by dominated convergence.

The failing Lean file:

```lean
import Mathlib

open MeasureTheory Filter Topology Set

namespace ConductanceTendsto

noncomputable section

/-- A thermal kernel in the reduced energy `x = (E - m) / T`: even, integrable with
integral one, and with finite second moment. -/
structure IsThermalKernel (K : ℝ → ℝ) : Prop where
  even : ∀ x, K (-x) = K x
  integrable : Integrable K
  normalised : ∫ x, K x = 1
  second : Integrable fun x => x ^ 2 * K x

/-- Conductance at chemical potential `m` and thermal energy `T`: the transport function `G`
averaged over the thermal window. -/
def conductance (K G : ℝ → ℝ) (m T : ℝ) : ℝ := ∫ x, G (m + T * x) * K x

/-- A thermal kernel has an integrable first moment, and this moment vanishes. -/
theorem first_moment {K : ℝ → ℝ} (hK : IsThermalKernel K) :
    Integrable (fun x => x * K x) ∧ ∫ x, x * K x = 0 := by
  constructor
  · refine Integrable.mono' (g := fun x => ‖K x‖ + ‖x ^ 2 * K x‖)
      (hK.integrable.norm.add hK.second.norm)
      (measurable_id.aestronglyMeasurable.mul hK.integrable.1) (ae_of_all _ fun x => ?_)
    have h : |x| ≤ 1 + x ^ 2 := by nlinarith [sq_nonneg (|x| - 1), sq_abs x, abs_nonneg x]
    simp only [Real.norm_eq_abs, abs_mul, abs_pow, sq_abs]
    nlinarith [mul_le_mul_of_nonneg_right h (abs_nonneg (K x))]
  · have h := integral_neg_eq_self (fun x => x * K x) volume
    simp only [hK.even, neg_mul, integral_neg] at h
    linarith

/-- For a thermal kernel, if `G` is measurable and deviates from `G m` at most linearly in the
distance from `m`, the conductance tends to `G m` as the temperature goes to zero. -/
theorem conductance_tendsto {K G : ℝ → ℝ} {m C : ℝ} (hK : IsThermalKernel K)
    (hG : Measurable G) (hC : ∀ E, |G E - G m| ≤ C * |E - m|) :
    Tendsto (conductance K G m) (𝓝[>] 0) (𝓝 (G m)) := by
  have hC0 : 0 ≤ C := by
    have h := (abs_nonneg _).trans (hC (m + 1))
    simpa using h
  have hcont : Tendsto G (𝓝 m) (𝓝 (G m)) := by
    rw [tendsto_iff_dist_tendsto_zero]
    refine squeeze_zero (fun _ => dist_nonneg) (fun E => by rw [Real.dist_eq]; exact hC E) ?_
    have h : Continuous fun E => C * |E - m| := by fun_prop
    simpa using h.tendsto m
  have hlim : ∫ x, G m * K x = G m := by rw [integral_const_mul, hK.normalised, mul_one]
  rw [← hlim]
  refine tendsto_integral_filter_of_dominated_convergence
    (fun x => |G m| * ‖K x‖ + C * ‖x * K x‖) ?_ ?_
    ((hK.integrable.norm.const_mul _).add ((first_moment hK).1.norm.const_mul _)) ?_
  · exact Eventually.of_forall fun T =>
      (hG.comp (by fun_prop : Measurable fun x : ℝ => m + T * x)).aestronglyMeasurable.mul
        hK.integrable.1
  · filter_upwards [Ioo_mem_nhdsGT (zero_lt_one' ℝ)] with T hT
    refine ae_of_all _ fun x => ?_
    have h1 := hC (m + T * x)
    rw [add_sub_cancel_left, abs_mul, abs_of_pos hT.1] at h1
    have h2 : C * (T * |x|) ≤ C * |x| :=
      mul_le_mul_of_nonneg_left (by nlinarith [abs_nonneg x, hT.2]) hC0
    have h3 : |G (m + T * x)| ≤ |G m| + C * |x| := by
      linarith [abs_sub_abs_le_abs_sub (G (m + T * x)) (G m)]
    simp only [Real.norm_eq_abs, abs_mul]
    nlinarith [mul_le_mul_of_nonneg_right h3 (abs_nonneg (K x))]
  · refine ae_of_all _ fun x => Tendsto.mul_const _ (hcont.comp ?_)
    have h : Continuous fun T : ℝ => m + T * x := by fun_prop
    simpa using (h.tendsto 0).mono_left nhdsWithin_le_nhds

end

end ConductanceTendsto
```

The compiler's answer:

```
Main.lean:45:79: error: No goals to be solved
Main.lean:47:4: error: Type mismatch: After simplification, term
  Continuous.tendsto h m
 has type
  Tendsto (fun E => C * |E - m|) (𝓝 m) (𝓝 0)
but is expected to have type
  Tendsto (fun E => |G E - G m|) (𝓝 m) (𝓝 0)
```

What went wrong. Both errors come from the squeeze that proves `hcont`. `squeeze_zero` needs an upper bound for the distance from `G E` to `G m`, and when the `by` block runs that bound is still an unknown function. After rewriting with `Real.dist_eq`, `rw` tries to close the goal by reflexivity. It succeeds by taking the unknown bound to be `|G E - G m|` itself, so `exact hC E` finds no goal left, which is the first message.

The remaining goal then asks that `|G E - G m|` tend to zero, which is what the squeeze was meant to prove. The limit of `C * |E - m|` supplied by `h` does not match it, hence the second message.

The repair states the limit of `C * |E - m|` first, as `hz`, and passes it to `squeeze_zero`, which fixes the intended bound. The inequality is now given by the term `(Real.dist_eq (G E) (G m)).trans_le (hC E)`, with no `rw` to close the goal early by reflexivity.

The mended proof, as a diff:

```diff
@@ -43,7 +43,8 @@
   have hcont : Tendsto G (𝓝 m) (𝓝 (G m)) := by
     rw [tendsto_iff_dist_tendsto_zero]
-    refine squeeze_zero (fun _ => dist_nonneg) (fun E => by rw [Real.dist_eq]; exact hC E) ?_
     have h : Continuous fun E => C * |E - m| := by fun_prop
-    simpa using h.tendsto m
+    have hz : Tendsto (fun E => C * |E - m|) (𝓝 m) (𝓝 0) := by simpa using h.tendsto m
+    exact squeeze_zero (fun _ => dist_nonneg)
+      (fun E => (Real.dist_eq (G E) (G m)).trans_le (hC E)) hz
   have hlim : ∫ x, G m * K x = G m := by rw [integral_const_mul, hK.normalised, mul_one]
   rw [← hlim]
```
